# An eigenvector whose energy lies outside all Gershgorin discs but one is largest on that disc's basis state

For a Hamiltonian written as a complex square matrix H in a finite orthonormal basis, the radius of row i is R_i = Σ_{j≠i} |H_ij|, and disc i is the closed disc |z − H_ii| ≤ R_i in the complex energy plane. The question is which basis state carries the largest amplitude in an eigenvector, Hx = Ex with x ≠ 0, when E lies outside every disc except possibly that of one state k.

```lean
import Mathlib

open Matrix

namespace GershgorinLocalization

variable {n : Type*} [Fintype n] [DecidableEq n]

/-- The Gershgorin radius of row `i`: the sum of the absolute couplings of basis state `i`
to all other basis states. -/
noncomputable def radius (H : Matrix n n ℂ) (i : n) : ℝ :=
  ∑ j ∈ Finset.univ.erase i, ‖H i j‖

/-- In an eigenvector, the amplitude on state `i` times the detuning `|E - H i i|` is at most
the sum of the other amplitudes weighted by their couplings to `i`. -/
theorem detuning_mul_amplitude_le {H : Matrix n n ℂ} {E : ℂ} {x : n → ℂ}
    (hx : H *ᵥ x = E • x) (i : n) :
    ‖E - H i i‖ * ‖x i‖ ≤ ∑ j ∈ Finset.univ.erase i, ‖H i j‖ * ‖x j‖ := by
  have hrow : ∑ j, H i j * x j = E * x i := congrFun hx i
  have hsplit : H i i * x i + ∑ j ∈ Finset.univ.erase i, H i j * x j = ∑ j, H i j * x j :=
    Finset.add_sum_erase Finset.univ (fun j => H i j * x j) (Finset.mem_univ i)
  -- the diagonal term is moved to the side of the energy
  have hdiag : (E - H i i) * x i = ∑ j ∈ Finset.univ.erase i, H i j * x j := by
    linear_combination -hrow - hsplit
  rw [← norm_mul, hdiag]
  exact (norm_sum_le _ _).trans_eq (Finset.sum_congr rfl fun j _ => norm_mul _ _)

/-- If no amplitude of an eigenvector exceeds `c`, then the amplitude on state `i` times its
detuning is at most the Gershgorin radius times `c`. -/
theorem detuning_mul_amplitude_le_radius {H : Matrix n n ℂ} {E : ℂ} {x : n → ℂ}
    (hx : H *ᵥ x = E • x) {c : ℝ} (hc : ∀ j, ‖x j‖ ≤ c) (i : n) :
    ‖E - H i i‖ * ‖x i‖ ≤ radius H i * c := by
  refine (detuning_mul_amplitude_le hx i).trans ?_
  rw [radius, Finset.sum_mul]
  exact Finset.sum_le_sum fun j _ => mul_le_mul_of_nonneg_left (hc j) (norm_nonneg _)

/-- If `E` lies outside every Gershgorin disc except possibly that of `k`, then no amplitude of
a solution of `H x = E x` exceeds the one on `k`. -/
theorem amplitude_le_center {H : Matrix n n ℂ} {E : ℂ} {x : n → ℂ} {k : n}
    (hx : H *ᵥ x = E • x) (hout : ∀ i, i ≠ k → radius H i < ‖E - H i i‖) (i : n) :
    ‖x i‖ ≤ ‖x k‖ := by
  obtain ⟨m, -, hm⟩ := Finset.exists_max_image Finset.univ (fun j => ‖x j‖)
    ⟨k, Finset.mem_univ k⟩
  have hmax : ∀ j, ‖x j‖ ≤ ‖x m‖ := fun j => hm j (Finset.mem_univ j)
  by_cases hmk : m = k
  · rw [← hmk]
    exact hmax i
  · -- a maximum away from `k` is only possible for the zero vector
    have h1 := detuning_mul_amplitude_le_radius hx hmax m
    have h2 := hout m hmk
    have h3 : ‖x m‖ ≤ 0 := by
      by_contra hpos
      have h4 := mul_lt_mul_of_pos_right h2 (not_le.mp hpos)
      linarith
    linarith [hmax i, norm_nonneg (x k)]

/-- If `E` lies outside every Gershgorin disc except possibly that of `k`, then in any solution of
`H x = E x` the amplitude on each other state `i` is at most the fraction `radius H i / |E - H i i|`
of the amplitude on `k`. -/
theorem amplitude_le_ratio {H : Matrix n n ℂ} {E : ℂ} {x : n → ℂ} {k : n}
    (hx : H *ᵥ x = E • x) (hout : ∀ i, i ≠ k → radius H i < ‖E - H i i‖)
    {i : n} (hi : i ≠ k) :
    ‖x i‖ ≤ radius H i / ‖E - H i i‖ * ‖x k‖ := by
  have hR : 0 ≤ radius H i := Finset.sum_nonneg fun j _ => norm_nonneg _
  have hpos : 0 < ‖E - H i i‖ := lt_of_le_of_lt hR (hout i hi)
  have h := detuning_mul_amplitude_le_radius hx (amplitude_le_center hx hout) i
  rw [div_mul_eq_mul_div, le_div_iff₀ hpos]
  linarith

/-- A nonzero eigenvector whose eigenvalue lies outside every Gershgorin disc except possibly
that of `k` has its strictly largest amplitude on `k`. -/
theorem eigenvector_localized {H : Matrix n n ℂ} {E : ℂ} {x : n → ℂ} {k : n}
    (hx : H *ᵥ x = E • x) (hx0 : x ≠ 0)
    (hout : ∀ i, i ≠ k → radius H i < ‖E - H i i‖) :
    ∀ i, i ≠ k → ‖x i‖ < ‖x k‖ := by
  intro i hi
  have hle := amplitude_le_center hx hout
  have hk : 0 < ‖x k‖ := by
    by_contra hk
    exact hx0 (funext fun j => norm_le_zero_iff.mp ((hle j).trans (not_lt.mp hk)))
  by_contra hcon
  have heq : ‖x i‖ = ‖x k‖ := le_antisymm (hle i) (not_lt.mp hcon)
  have h1 := detuning_mul_amplitude_le_radius hx hle i
  rw [heq] at h1
  have h2 := mul_lt_mul_of_pos_right (hout i hi) hk
  linarith

/-- If the Gershgorin disc of `k` is disjoint from all others and contains the eigenvalue of a
nonzero eigenvector, that eigenvector has its strictly largest amplitude on `k`. -/
theorem localized_of_isolated_disc {H : Matrix n n ℂ} {E : ℂ} {x : n → ℂ} {k : n}
    (hx : H *ᵥ x = E • x) (hx0 : x ≠ 0) (hE : ‖E - H k k‖ ≤ radius H k)
    (hsep : ∀ i, i ≠ k → radius H k + radius H i < ‖H k k - H i i‖) :
    ∀ i, i ≠ k → ‖x i‖ < ‖x k‖ := by
  refine eigenvector_localized hx hx0 fun i hi => ?_
  have htri : ‖H k k - H i i‖ ≤ ‖H k k - E‖ + ‖E - H i i‖ :=
    norm_sub_le_norm_sub_add_norm_sub _ _ _
  rw [norm_sub_rev (H k k) E] at htri
  linarith [hsep i hi]

/-- If an eigenvalue `E` lies outside every Gershgorin disc except possibly that of `k`, its shift
from `H k k` is bounded by a sum of couplings times radii over detunings. -/
theorem level_shift_le {H : Matrix n n ℂ} {E : ℂ} {x : n → ℂ} {k : n}
    (hx : H *ᵥ x = E • x) (hx0 : x ≠ 0)
    (hout : ∀ i, i ≠ k → radius H i < ‖E - H i i‖) :
    ‖E - H k k‖ ≤
      ∑ i ∈ Finset.univ.erase k, ‖H k i‖ * (radius H i / ‖E - H i i‖) := by
  have hk : 0 < ‖x k‖ := by
    by_contra hk
    exact hx0 (funext fun j => norm_le_zero_iff.mp
      ((amplitude_le_center hx hout j).trans (not_lt.mp hk)))
  refine le_of_mul_le_mul_right ((detuning_mul_amplitude_le hx k).trans ?_) hk
  rw [Finset.sum_mul]
  refine Finset.sum_le_sum fun i hi => ?_
  rw [mul_assoc]
  exact mul_le_mul_of_nonneg_left
    (amplitude_le_ratio hx hout (Finset.ne_of_mem_erase hi)) (norm_nonneg _)

/-- If `E` lies outside every Gershgorin disc except possibly that of `k`, every solution of
`H y = E y` is a multiple of any given nonzero solution `x`. -/
theorem eigenvector_unique {H : Matrix n n ℂ} {E : ℂ} {x y : n → ℂ} {k : n}
    (hx : H *ᵥ x = E • x) (hx0 : x ≠ 0) (hy : H *ᵥ y = E • y)
    (hout : ∀ i, i ≠ k → radius H i < ‖E - H i i‖) :
    ∃ c : ℂ, y = c • x := by
  have hk : x k ≠ 0 := by
    intro hk
    refine hx0 (funext fun j => norm_le_zero_iff.mp ?_)
    simpa [hk] using amplitude_le_center hx hout j
  refine ⟨y k / x k, ?_⟩
  -- the combination without amplitude on `k` must vanish
  have hz : H *ᵥ (y - (y k / x k) • x) = E • (y - (y k / x k) • x) := by
    rw [Matrix.mulVec_sub, Matrix.mulVec_smul, hx, hy]
    module
  have hzk : (y - (y k / x k) • x) k = 0 := by
    change y k - y k / x k * x k = 0
    rw [div_mul_cancel₀ _ hk, sub_self]
  refine sub_eq_zero.mp (funext fun j => norm_le_zero_iff.mp ?_)
  have h := amplitude_le_center hz hout j
  rwa [hzk, norm_zero] at h

/-- For two levels, the Gershgorin radius of the second row is the size of its one coupling. -/
theorem radius_two_level (H : Matrix (Fin 2) (Fin 2) ℂ) : radius H 1 = ‖H 1 0‖ := by
  have h : Finset.univ.erase (1 : Fin 2) = {0} := by decide
  rw [radius, h, Finset.sum_singleton]

/-- For two degenerate levels with unit coupling, the eigenvalue `1` lies on the edge of the
second disc and its eigenvector `(1, 1)` has equal amplitudes. -/
theorem boundary_sharp :
    (!![0, 1; 1, 0] : Matrix (Fin 2) (Fin 2) ℂ) *ᵥ ![1, 1] = (1 : ℂ) • ![1, 1] ∧
    radius !![0, 1; 1, 0] 1 = ‖(1 : ℂ) - (!![0, 1; 1, 0] : Matrix (Fin 2) (Fin 2) ℂ) 1 1‖ ∧
    ‖(![1, 1] : Fin 2 → ℂ) 1‖ = ‖(![1, 1] : Fin 2 → ℂ) 0‖ := by
  refine ⟨?_, ?_, rfl⟩
  · ext i
    fin_cases i <;> simp [Matrix.mulVec, dotProduct, Fin.sum_univ_succ]
  · rw [radius_two_level]
    simp

/-- The two-level matrix with diagonal `0, 8` and coupling `3` has the nonzero eigenvector
`(3, -1)` at `E = -1`, and this energy lies outside the disc of the second level. -/
theorem eigenvector_localized_witness :
    (!![0, 3; 3, 8] : Matrix (Fin 2) (Fin 2) ℂ) *ᵥ ![3, -1] = (-1 : ℂ) • ![3, -1] ∧
    (![3, -1] : Fin 2 → ℂ) ≠ 0 ∧
    ∀ i : Fin 2, i ≠ 0 → radius !![0, 3; 3, 8] i <
      ‖(-1 : ℂ) - (!![0, 3; 3, 8] : Matrix (Fin 2) (Fin 2) ℂ) i i‖ := by
  refine ⟨?_, ?_, ?_⟩
  · ext i
    fin_cases i <;> norm_num [Matrix.mulVec, dotProduct, Fin.sum_univ_succ]
  · intro h
    have h0 : (3 : ℂ) = 0 := congrFun h 0
    norm_num at h0
  · intro i hi
    have hone : ∀ j : Fin 2, j ≠ 0 → j = 1 := by decide
    rw [hone i hi, radius_two_level]
    change ‖(3 : ℂ)‖ < ‖(-1 : ℂ) - 8‖
    rw [show (-1 : ℂ) - 8 = -9 by norm_num, norm_neg]
    norm_num

end GershgorinLocalization
```

```lean
#print axioms GershgorinLocalization.eigenvector_localized
#print axioms GershgorinLocalization.localized_of_isolated_disc
#print axioms GershgorinLocalization.eigenvector_unique
#print axioms GershgorinLocalization.boundary_sharp
```

```
'GershgorinLocalization.eigenvector_localized' depends on axioms: [propext, Classical.choice, Quot.sound]
'GershgorinLocalization.localized_of_isolated_disc' depends on axioms: [propext, Classical.choice, Quot.sound]
'GershgorinLocalization.eigenvector_unique' depends on axioms: [propext, Classical.choice, Quot.sound]
'GershgorinLocalization.boundary_sharp' depends on axioms: [propext, Classical.choice, Quot.sound]
```

## Strict dominance of one amplitude

The main theorem, `eigenvector_localized`, says that |x_i| < |x_k| for every i ≠ k. It has three hypotheses:

- `hx : H *ᵥ x = E • x` is the eigenvalue equation, with the matrix-vector product on the left and scalar multiplication on the right.
- `hx0 : x ≠ 0` excludes the zero vector.
- `hout` says that R_i < |E − H_ii| for every i ≠ k. The coupling of state i to all the others is weaker, in total, than its detuning from E.

The basis states are labelled by a finite type `n`, the vector `x : n → ℂ` lists the amplitudes, and `‖·‖` is the complex modulus. The radius is a row sum, which for a non-Hermitian matrix can differ from the column sum. H need not be Hermitian and E may be complex, so effective Hamiltonians with loss are included; x is then a right eigenvector.

`localized_of_isolated_disc` replaces `hout` by a condition on the discs themselves: E lies in disc k, and R_k + R_i < |H_kk − H_ii| for every i ≠ k, so that disc k is disjoint from each of the others. That E lies in disc k is assumed here. The theorem does not say that an isolated disc contains an eigenvalue, or how many.

## What the inequality means for a quantum state

In an orthonormal basis, |x_i|² divided by Σ_j |x_j|² is the population of state i. The theorem then identifies the most populated basis state from the matrix elements and the energy alone. In a configuration-interaction calculation with a finite orthonormal basis, it gives a sufficient condition for one configuration to be the leading one in an eigenvector. The condition can be demanding in a large basis, because the radius adds up the absolute values of all couplings in a row, and many small couplings can make a large sum.

"Localized" means only that one amplitude is strictly the largest. It does not mean exponential decay in space, and among N ≥ 2 states the population of k may be only slightly above 1/N. A quantitative statement comes from `amplitude_le_ratio`:

|x_i| ≤ (R_i / |E − H_ii|) |x_k| for i ≠ k.

The step left to the user is the one from the full Hamiltonian to the finite matrix: the theorems concern eigenvectors of H as given and contain no estimate of the error from truncating the basis.

## From one row to the largest amplitude

Row i of the eigenvalue equation reads

Σ_j H_ij x_j = E x_i.

Moving the diagonal term to the right gives

(E − H_ii) x_i = Σ_{j≠i} H_ij x_j.

Taking the modulus and using the triangle inequality gives

|E − H_ii| |x_i| ≤ Σ_{j≠i} |H_ij| |x_j|.

This is `detuning_mul_amplitude_le`. There `Finset.add_sum_erase` separates the diagonal term from the sum, `linear_combination` does the rearrangement, and `norm_sum_le` is the triangle inequality.

If no amplitude exceeds a number c, each |x_j| on the right can be replaced by c, so that

|E − H_ii| |x_i| ≤ R_i c.

This is `detuning_mul_amplitude_le_radius`.

Now let m be a state on which the modulus of the amplitude is largest. If m = k, then |x_i| ≤ |x_k| for all i. If m ≠ k, the last bound with i = m and c = |x_m| gives

|E − H_mm| |x_m| ≤ R_m |x_m|.

Since R_m < |E − H_mm|, this is possible only if |x_m| = 0, and then every amplitude vanishes. In both cases |x_i| ≤ |x_k| for all i, which is `amplitude_le_center`. The proof obtains m from `Finset.exists_max_image` and separates the two cases with `by_cases`. The result does not assume x ≠ 0, which is useful below.

The bound can therefore be used with c = |x_k|:

|E − H_ii| |x_i| ≤ R_i |x_k|.

For i ≠ k the detuning is positive, and dividing by it gives `amplitude_le_ratio`. If x ≠ 0, then |x_k| > 0, since otherwise all amplitudes would vanish. The ratio R_i / |E − H_ii| is below 1, so |x_i| < |x_k|. The proof of `eigenvector_localized` reaches the same end without dividing: it supposes |x_i| = |x_k| and obtains |E − H_ii| |x_k| ≤ R_i |x_k|, which contradicts `hout`.

For an isolated disc, the triangle inequality gives

R_k + R_i < |H_kk − H_ii| ≤ |H_kk − E| + |E − H_ii| ≤ R_k + |E − H_ii|.

Subtracting R_k yields R_i < |E − H_ii|, and the main theorem applies.

## The level shift and the absence of a second eigenvector

Row k of the eigenvalue equation, combined with the ratio bound for the other amplitudes, gives

|E − H_kk| |x_k| ≤ Σ_{i≠k} |H_ki| |x_i| ≤ Σ_{i≠k} |H_ki| (R_i / |E − H_ii|) |x_k|.

Cancelling |x_k| > 0 gives `level_shift_le`:

|E − H_kk| ≤ Σ_{i≠k} |H_ki| R_i / |E − H_ii|.

In second-order perturbation theory for a Hermitian H, the numerator of each term is |H_ki|². Here one factor |H_ki| is replaced by R_i, which also counts the couplings of i to the other states, so the bound can be much larger than the second-order shift. The detunings contain the exact energy E, so the bound is implicit unless E, or a lower bound on each |E − H_ii|, is known.

`eigenvector_unique` shows that the level has only one eigenvector up to a factor. Let x be a nonzero solution and y any solution at the same E. Then x_k ≠ 0, and the combination

z = y − (y_k / x_k) x

satisfies Hz = Ez by linearity and has z_k = 0. Applied to z, `amplitude_le_center` gives |z_j| ≤ |z_k| = 0 for every j, so y = (y_k / x_k) x. For a Hermitian H this means that the level is non-degenerate. For a non-Hermitian H it counts eigenvectors and does not fix the algebraic multiplicity of E.

## Two levels, on the edge and well separated

The examples number the two levels 0 and 1, as Lean does, and take k = 0. `radius_two_level` reduces R_1 to the single coupling |H_10|.

In `boundary_sharp` both diagonal energies are 0 and the coupling is 1. The vector (1, 1) is an eigenvector at E = 1, and |E − H_11| = 1 = R_1. Both normalised amplitudes are 1/√2, so neither level dominates. If `hout` were weakened to R_i ≤ |E − H_ii|, the strict conclusion would fail.

In `eigenvector_localized_witness` the diagonal energies are 0 and 8 and the coupling is 3. The vector (3, −1) is an eigenvector at E = −1, with R_1 = 3 and a detuning |E − H_11| = 9, so all hypotheses of the main theorem are met. After normalisation the amplitudes are 3/√10 and −1/√10, which are populations of 0.9 and 0.1. The ratio bound 3/9 equals the actual amplitude ratio, and the level-shift bound 3 · 3/9 = 1 equals the size of the actual shift from 0 to −1. Both equalities hold for every two-level matrix that meets the hypotheses, because each row then has a single coupling. With more levels the bounds can exceed the actual values.
